# The first N ≥ 1 symmetric-gauge orbitals of the lowest Landau level, each filled once, give a density that falls strictly outward and, at each fixed point, tends to the full-level value as N grows

Take electrons of one spin in a plane with a uniform perpendicular magnetic field. I measure lengths in units of the magnetic length $\ell=\sqrt{\hbar/(eB)}$ and write the position as a complex number $z$ with $r=|z|$. In symmetric gauge the lowest Landau level has the normalised orbitals

$$\varphi_m(z)=\frac{z^m e^{-|z|^2/4}}{\sqrt{2\pi\,2^m\,m!}},\qquad m=0,1,2,\dots$$

I fill $m=0,\dots,N-1$ once each, so the density is $\rho_N(z)=\sum_{m<N}|\varphi_m(z)|^2$.

What bothers me is the shape. Every orbital with $m\ge1$ vanishes at the centre and peaks on a ring of radius $\sqrt{2m}$. A finite stack of rings ought to leave ripples, or at least a bump near the outermost ring, yet the plots I see are smooth plateaus with a soft edge. Is the density really monotonic for every $N$, or are the ripples just too small to see? And if it approaches a constant at every point, how does it still hold exactly $N$ electrons?

## Neighbouring rings cancel in the slope

There are no ripples for any $N\ge1$. The radial slope of the whole droplet is minus a single term, which comes from the outermost orbital.

Use the scaled squared radius $x=r^2/2$. Squaring an orbital gives

$$|\varphi_m(z)|^2=\frac{r^{2m}e^{-r^2/2}}{2\pi\,2^m\,m!}=\frac{1}{2\pi}\,t_m(x),\qquad t_m(x)=e^{-x}\frac{x^m}{m!},$$

because $r^{2m}/2^m=x^m$. Summing over the filled orbitals,

$$\rho_N(z)=\frac{D_N(r^2/2)}{2\pi},\qquad D_N(x)=\sum_{m<N}t_m(x)=e^{-x}\sum_{m<N}\frac{x^m}{m!}.$$

**Slope.** The product rule gives $t_0'=-t_0$ and, for $m\ge1$,

$$t_m'=e^{-x}\frac{x^{m-1}}{(m-1)!}-e^{-x}\frac{x^m}{m!}=t_{m-1}-t_m .$$

In the sum over $m=0,\dots,N$ everything cancels except the last term:

$$D_{N+1}'(x)=-t_N(x)=-e^{-x}\frac{x^N}{N!}.$$

The gain that ring $m$ brings to the slope is exactly the loss left over from ring $m-1$. For $x>0$ the remaining term is negative. At $x=0$ the slope is $-1$ for one filled orbital and $0$ for two or more. A zero slope at that one endpoint does no harm: $D_N$ is continuous on $x\ge0$ and has negative slope on $x>0$, so by the mean value theorem it is strictly decreasing on the closed half-line. Since $x$ increases with $r$, the density in the plane falls strictly with distance from the centre.

**Many orbitals.** At fixed $x$ the sums $\sum_{m<N}x^m/m!$ are partial sums of the exponential series and converge to $e^x$. Hence $D_N(x)\to e^{-x}e^x=1$ and $\rho_N(z)\to1/(2\pi)$. With units restored this is $1/(2\pi\ell^2)=eB/h$, the density of a full Landau level.

**Particle number.** Integration by parts gives $\int_0^\infty e^{-x}x^m\,dx=m\int_0^\infty e^{-x}x^{m-1}\,dx$ for $m\ge1$, and the integral for $m=0$ is $1$, so the value is $m!$. Each $t_m$ therefore integrates to $1$, and

$$\int_0^\infty D_N(x)\,dx=N.$$

In the plane, $dx=r\,dr$, and the angular integral $2\pi$ cancels the prefactor $1/(2\pi)$, so this is the number of electrons. It does not conflict with the limit, which is taken at a fixed point. As $N$ grows the plateau widens, and the steepest descent of $D_N$, at $x=N-1$, moves outward.

The same statements in Lean 4 with Mathlib, with their proofs:

```lean
import Mathlib

open MeasureTheory Filter Topology

namespace FilledLevelDroplet

noncomputable section

/-- The local filling `exp(-x) ∑_{m<N} x^m/m!` of `N` filled orbitals (`2π` times their particle
density, with the magnetic length as unit of length), as a function of the scaled squared radius
`x`. -/
def levelDensity (N : ℕ) (x : ℝ) : ℝ :=
  Real.exp (-x) * ∑ m ∈ Finset.range N, x ^ m / (m.factorial : ℝ)

/-- The lowest Landau level orbital of angular momentum index `m` in symmetric gauge,
with the magnetic length as unit of length. -/
def orbital (m : ℕ) (z : ℂ) : ℂ :=
  z ^ m * ((Real.exp (-‖z‖ ^ 2 / 4) /
    Real.sqrt (2 * Real.pi * 2 ^ m * (m.factorial : ℝ)) : ℝ) : ℂ)

/-- The particle density at `z` when the orbitals `m = 0, …, N - 1` are each filled once. -/
def dropletDensity (N : ℕ) (z : ℂ) : ℝ :=
  ∑ m ∈ Finset.range N, ‖orbital m z‖ ^ 2

/-- The slope in `x` of the local filling of `N + 1` orbitals is minus the contribution of the
outermost orbital, `-exp(-x) x^N/N!`. -/
theorem hasDerivAt_levelDensity (N : ℕ) (x : ℝ) :
    HasDerivAt (levelDensity (N + 1))
      (-(Real.exp (-x) * x ^ N / (N.factorial : ℝ))) x := by
  have he : HasDerivAt (fun y : ℝ => Real.exp (-y)) (-Real.exp (-x)) x := by
    simpa using (hasDerivAt_neg x).exp
  induction N with
  | zero =>
    have hf : levelDensity (0 + 1) = fun y => Real.exp (-y) := by
      funext y
      simp [levelDensity]
    rw [hf]
    exact he.congr_deriv (by simp)
  | succ N ih =>
    -- split off the orbital that has been added
    have hf : levelDensity (N + 1 + 1) = fun y => levelDensity (N + 1) y +
        Real.exp (-y) * (y ^ (N + 1) / ((N + 1).factorial : ℝ)) := by
      funext y
      simp only [levelDensity]
      rw [Finset.sum_range_succ _ (N + 1), mul_add]
    have hp := (hasDerivAt_pow (N + 1) x).div_const ((N + 1).factorial : ℝ)
    rw [hf]
    refine (ih.fun_add (he.fun_mul hp)).congr_deriv ?_
    have h1 : (N : ℝ) + 1 ≠ 0 := by positivity
    simp only [Nat.add_sub_cancel, Nat.factorial_succ, Nat.cast_mul, Nat.cast_add,
      Nat.cast_one]
    -- the old slope cancels against the derivative of the new power
    rw [mul_div_mul_left _ _ h1]
    ring

/-- With at least one filled orbital, the local filling is strictly decreasing on `x ≥ 0`. -/
theorem levelDensity_strictAntiOn {N : ℕ} (hN : 1 ≤ N) :
    StrictAntiOn (levelDensity N) (Set.Ici 0) := by
  obtain ⟨n, rfl⟩ := Nat.exists_eq_add_of_le' hN
  refine strictAntiOn_of_deriv_neg (convex_Ici 0)
    (fun x _ => (hasDerivAt_levelDensity n x).continuousAt.continuousWithinAt) ?_
  intro x hx
  rw [interior_Ici] at hx
  have hx0 : 0 < x := hx
  rw [(hasDerivAt_levelDensity n x).deriv]
  have hpos : 0 < Real.exp (-x) * x ^ n / (n.factorial : ℝ) := by positivity
  linarith

/-- At every fixed real `x` the local filling tends to `1` as more and more orbitals are filled. -/
theorem levelDensity_tendsto_one (x : ℝ) :
    Tendsto (fun N => levelDensity N x) atTop (𝓝 1) := by
  have h : HasSum (fun m : ℕ => x ^ m / (m.factorial : ℝ)) (Real.exp x) := by
    rw [Real.exp_eq_exp_ℝ]
    exact NormedSpace.expSeries_div_hasSum_exp x
  have h2 := h.tendsto_sum_nat.const_mul (Real.exp (-x))
  rw [← Real.exp_add, neg_add_cancel, Real.exp_zero] at h2
  exact h2

/-- The term of each orbital in the local filling is integrable on `x > 0`, with integral `1`. -/
theorem single_orbital_integral (m : ℕ) :
    IntegrableOn (fun x : ℝ => Real.exp (-x) * (x ^ m / (m.factorial : ℝ))) (Set.Ioi 0) ∧
      ∫ x in Set.Ioi (0 : ℝ), Real.exp (-x) * (x ^ m / (m.factorial : ℝ)) = 1 := by
  -- Euler's integral for the Gamma function at `m + 1`
  have hi := Real.GammaIntegral_convergent (s := (m : ℝ) + 1) (by positivity)
  have hg := Real.Gamma_eq_integral (s := (m : ℝ) + 1) (by positivity)
  simp only [add_sub_cancel_right, Real.rpow_natCast] at hi hg
  rw [Real.Gamma_nat_eq_factorial] at hg
  have hfun : (fun x : ℝ => Real.exp (-x) * (x ^ m / (m.factorial : ℝ))) =
      fun x => Real.exp (-x) * x ^ m / (m.factorial : ℝ) := by
    funext x
    ring
  have hm : (m.factorial : ℝ) ≠ 0 := by positivity
  rw [hfun]
  refine ⟨Integrable.div_const hi _, ?_⟩
  rw [integral_div, ← hg]
  exact div_self hm

/-- The local filling of `N` orbitals is integrable over `x > 0`, and its integral is `N`. -/
theorem levelDensity_integral (N : ℕ) :
    IntegrableOn (levelDensity N) (Set.Ioi 0) ∧
      ∫ x in Set.Ioi (0 : ℝ), levelDensity N x = N := by
  have hfun : levelDensity N = fun x => ∑ m ∈ Finset.range N,
      Real.exp (-x) * (x ^ m / (m.factorial : ℝ)) := by
    funext x
    rw [levelDensity, Finset.mul_sum]
  rw [hfun]
  refine ⟨MeasureTheory.integrable_finsetSum _ fun m _ => (single_orbital_integral m).1, ?_⟩
  rw [MeasureTheory.integral_finsetSum _ fun m _ => (single_orbital_integral m).1,
    Finset.sum_congr rfl fun m _ => (single_orbital_integral m).2]
  simp

/-- The droplet density in the plane is `levelDensity N` at `x = |z|²/2`,
divided by `2π`. -/
theorem dropletDensity_eq (N : ℕ) (z : ℂ) :
    dropletDensity N z = levelDensity N (‖z‖ ^ 2 / 2) / (2 * Real.pi) := by
  have he : Real.exp (-‖z‖ ^ 2 / 4) ^ 2 = Real.exp (-(‖z‖ ^ 2 / 2)) := by
    rw [← Real.exp_nat_mul]
    congr 1
    push_cast
    ring
  rw [dropletDensity, levelDensity, Finset.mul_sum, Finset.sum_div]
  refine Finset.sum_congr rfl fun m _ => ?_
  -- compare the two sides orbital by orbital
  have hp : (‖z‖ ^ 2 / 2) ^ m = (‖z‖ ^ m) ^ 2 / 2 ^ m := by
    rw [div_pow, ← pow_mul, ← pow_mul, mul_comm 2 m]
  rw [orbital, norm_mul, norm_pow, Complex.norm_real, mul_pow, Real.norm_eq_abs, sq_abs,
    div_pow, Real.sq_sqrt (by positivity), he, hp]
  ring

/-- With at least one filled orbital, the droplet density is strictly lower at the point
farther from the centre. -/
theorem dropletDensity_lt {N : ℕ} (hN : 1 ≤ N) {z w : ℂ} (h : ‖z‖ < ‖w‖) :
    dropletDensity N w < dropletDensity N z := by
  have hz : (0 : ℝ) ≤ ‖z‖ ^ 2 / 2 := by positivity
  have hw : (0 : ℝ) ≤ ‖w‖ ^ 2 / 2 := by positivity
  have hlt : ‖z‖ ^ 2 / 2 < ‖w‖ ^ 2 / 2 := by
    nlinarith [norm_nonneg z, norm_nonneg w]
  rw [dropletDensity_eq, dropletDensity_eq]
  exact div_lt_div_of_pos_right (levelDensity_strictAntiOn hN hz hw hlt) (by positivity)

/-- At every fixed point of the plane the droplet density tends to `1/(2π)`, in units of
the inverse squared magnetic length, as the number of filled orbitals grows. -/
theorem dropletDensity_tendsto (z : ℂ) :
    Tendsto (fun N => dropletDensity N z) atTop (𝓝 (1 / (2 * Real.pi))) := by
  simp only [dropletDensity_eq]
  exact (levelDensity_tendsto_one (‖z‖ ^ 2 / 2)).div_const _

end

end FilledLevelDroplet
```

```lean
#print axioms FilledLevelDroplet.levelDensity_integral
-- 'FilledLevelDroplet.levelDensity_integral' depends on axioms: [propext, Classical.choice, Quot.sound]
#print axioms FilledLevelDroplet.dropletDensity_lt
-- 'FilledLevelDroplet.dropletDensity_lt' depends on axioms: [propext, Classical.choice, Quot.sound]
#print axioms FilledLevelDroplet.dropletDensity_tendsto
-- 'FilledLevelDroplet.dropletDensity_tendsto' depends on axioms: [propext, Classical.choice, Quot.sound]
```

## The droplet in Lean's terms

`orbital m z` is $\varphi_m(z)$. It is complex-valued, with the real Gaussian and normalisation factor converted to a complex number. The magnetic length is fixed to $1$, and the choice of $z^m$ over $\bar z^m$ fixes the sign of the charge relative to the field; the density is the same for both. `dropletDensity N z` is $\rho_N(z)$, and `Finset.range N` is the index set $0,\dots,N-1$.

`levelDensity N x` is $D_N(x)$. Despite its name it is not a density per area: it is the dimensionless local filling, and it becomes a density after division by $2\pi$. `dropletDensity_eq` proves that relation, so the link between the one-variable function and the squared orbitals is a theorem.

The results about $D_N$ read as follows.

- `hasDerivAt_levelDensity` gives the slope of `levelDensity (N + 1)` at every real $x$. The shift by one means that its `N` labels the outermost filled orbital.
- `levelDensity_strictAntiOn` says that $D_N$ is strictly decreasing on `Set.Ici 0`, the half-line $x\ge0$ with the origin included. It assumes `1 ≤ N`, since for $N=0$ the function is identically zero.
- `levelDensity_tendsto_one` is the limit $N\to\infty$ at one fixed real $x$. It makes no claim of uniformity in $x$.
- `levelDensity_integral` says that $D_N$ is integrable on $x>0$ and that its integral is $N$. It includes $N=0$.

Two theorems return to the plane. `dropletDensity_lt` compares any two points, in any directions: if $|z|<|w|$ and $N\ge1$, then $\rho_N(w)<\rho_N(z)$. `dropletDensity_tendsto` gives the limit $1/(2\pi)$ at each point. The particle number is stated in the variable $x$; the polar-coordinate substitution above carries it to the plane.

The step from these definitions to real electrons is to identify the occupied state with a Slater determinant of the orbitals $\varphi_0,\dots,\varphi_{N-1}$, taken as orthonormal lowest-level eigenfunctions of the Landau Hamiltonian. That is standard quantum mechanics, and here it enters through the definitions. The result bears on quantum Hall droplets and on quantum dots in strong fields as long as they are described by this one spin-polarised determinant, without Landau-level mixing or correlation.

## From the telescoping sum to the Lean proofs

`hasDerivAt_levelDensity` carries out the cancellation by induction on the outermost index. In the base case the function is $e^{-y}$. In the successor step, `Finset.sum_range_succ` splits off the newly added orbital $N+1$; the sum rule and the product rule then give

$$-t_N+\left(-t_{N+1}+e^{-x}\frac{(N+1)x^N}{(N+1)!}\right).$$

The last term equals $t_N$ once the factor $N+1$ is cancelled, which is what `mul_div_mul_left` does. Then `ring` finishes the identity, and $-t_{N+1}$ remains.

`levelDensity_strictAntiOn` writes $N=n+1$ so that the slope formula applies. The Mathlib theorem `strictAntiOn_of_deriv_neg` plays the part of the mean value argument: it asks for a convex set, continuity on that set, and a negative derivative in its interior. The interior of $x\ge0$ is $x>0$, so the possible zero slope at the origin never has to be excluded.

`levelDensity_tendsto_one` takes the exponential series from Mathlib, passes to its partial sums with `tendsto_sum_nat`, and multiplies by the constant $e^{-x}$.

`single_orbital_integral` replaces the repeated integration by parts with Euler's integral for $\Gamma(m+1)$, together with $\Gamma(m+1)=m!$. Mathlib supplies the convergence of that integral as well as its value, and dividing by $m!$ gives $1$. `levelDensity_integral` then distributes $e^{-x}$ over the finite sum, exchanges sum and integral, and adds $N$ ones.

`dropletDensity_eq` compares the two sides orbital by orbital. Its auxiliary identity `he` squares the Gaussian, $(e^{-r^2/4})^2=e^{-r^2/2}$, and `hp` rewrites $(r^2/2)^m$ as $(r^m)^2/2^m$. `Real.sq_sqrt` removes the square root in the normalisation.

The two results in the plane follow from this identity. For `dropletDensity_lt`, `nlinarith` shows that $|z|<|w|$ implies $|z|^2/2<|w|^2/2$, after which the monotonicity of $D_N$ applies. For `dropletDensity_tendsto`, the limit of $D_N$ is divided by $2\pi$.

## Three electrons at two magnetic lengths

To evaluate a gradient-dependent density functional for the droplet on a radial grid, one can tabulate $\rho_N$ and $d\rho_N/dr$. The telescoped slope supplies the second quantity without a sum over orbitals:

$$\frac{d\rho_N}{dr}=\frac{r}{2\pi}D_N'(r^2/2)=-\frac{r}{2\pi}\,t_{N-1}(r^2/2),\qquad N\ge1.$$

For $N=3$ and $r=2$ we have $x=2$. The filling is $D_3(2)=e^{-2}(1+2+2)\approx0.677$, so the density is $\rho_3\approx0.108$ per squared magnetic length. The outermost orbital has $t_2(2)=2e^{-2}\approx0.271$, which gives $d\rho_3/dr\approx-0.086$.

The mean number of electrons inside this radius comes from the same terms. Integrating $t_m$ from $0$ to $X$ gives $1-D_{m+1}(X)$, again by the slope formula, so the disc of radius $2$ holds on average

$$\sum_{m<3}\bigl(1-D_{m+1}(2)\bigr)=3-e^{-2}(1+3+5)\approx1.78$$

of the three electrons. The remaining average of about $1.22$ lies outside it.
